# The flux matrix of two linearly independent real vectors has rank two

For real vectors a and b on a finite index set, the flux matrix is F = i(a bᵀ − b aᵀ), and `flux_rank` states that F has rank exactly two whenever the Gram determinant |a|²|b|² − (a·b)² is nonzero, that is, whenever a and b are linearly independent. The vectors need not be normalised; for unit vectors the Gram determinant is 1 − (a·b)². The proof writes F = P J Pᵀ, where P has columns a and b and J is a constant 2 × 2 matrix, which bounds the rank above by two. For the lower bound it shows that the 2 × 2 matrix Pᵀ F P is invertible, its determinant being minus the square of the Gram determinant.

In Lean, a first try:

```lean
import Mathlib

open Matrix

namespace ThermalFluxSpectrum

noncomputable section

variable {n : Type*} [Fintype n]

/-- A real vector regarded as a complex state vector. -/
def cvec (a : n → ℝ) : n → ℂ := fun i => (a i : ℂ)

/-- The flux matrix `i (u vᵀ - v uᵀ)` of two real vectors. -/
def fluxMatrix (u v : n → ℝ) : Matrix n n ℂ :=
  Complex.I • (vecMulVec (cvec u) (cvec v) - vecMulVec (cvec v) (cvec u))

/-- The Gram determinant `|a|² |b|² - (a·b)²` of two real vectors. -/
def gram (a b : n → ℝ) : ℝ := (a ⬝ᵥ a) * (b ⬝ᵥ b) - (a ⬝ᵥ b) ^ 2

/-- The overlap of two real vectors is unchanged when they are regarded as complex. -/
theorem cvec_dot (a b : n → ℝ) : cvec a ⬝ᵥ cvec b = ((a ⬝ᵥ b : ℝ) : ℂ) := by
  simp [cvec, dotProduct]

/-- The flux matrix of two vectors with nonzero Gram determinant has rank two. -/
theorem flux_rank (a b : n → ℝ) (h : gram a b ≠ 0) : (fluxMatrix a b).rank = 2 := by
  let P : Matrix n (Fin 2) ℂ := Matrix.of fun i k => ![cvec a i, cvec b i] k
  let J : Matrix (Fin 2) (Fin 2) ℂ := !![0, Complex.I; -Complex.I, 0]
  have hF : fluxMatrix a b = P * (J * Pᵀ) := by
    ext i j
    simp [fluxMatrix, P, J, Matrix.mul_apply, Fin.sum_univ_two, vecMulVec_apply]
    ring
  have hG : Pᵀ * P = !![cvec a ⬝ᵥ cvec a, cvec a ⬝ᵥ cvec b;
      cvec b ⬝ᵥ cvec a, cvec b ⬝ᵥ cvec b] := by
    ext i j
    fin_cases i <;> fin_cases j <;> simp [P, Matrix.mul_apply, dotProduct]
  have hdet : (Pᵀ * P).det = (gram a b : ℂ) := by
    rw [hG, Matrix.det_fin_two_of]
    simp only [cvec_dot, dotProduct_comm b a, gram, Complex.ofReal_sub,
      Complex.ofReal_mul, Complex.ofReal_pow]
    ring
  have hJ : J.det = -1 := by simp [J, Matrix.det_fin_two_of]
  -- compression to the two-dimensional space is invertible
  have hM : Pᵀ * fluxMatrix a b * P = (Pᵀ * P) * J * (Pᵀ * P) := by
    rw [hF]
    simp only [Matrix.mul_assoc]
  have hunit : IsUnit (Pᵀ * fluxMatrix a b * P) := by
    rw [Matrix.isUnit_iff_isUnit_det, hM, Matrix.det_mul, Matrix.det_mul, hdet, hJ]
    simp [h]
  have hlow := (Matrix.rank_mul_le_left (Pᵀ * fluxMatrix a b) P).trans
    (Matrix.rank_mul_le_right Pᵀ (fluxMatrix a b))
  rw [Matrix.rank_of_isUnit _ hunit, Fintype.card_fin] at hlow
  have hup : (fluxMatrix a b).rank ≤ 2 := by
    rw [hF]
    simpa using (Matrix.rank_mul_le_left P (J * Pᵀ)).trans (Matrix.rank_le_card_width P)
  exact le_antisymm hup hlow

end

end ThermalFluxSpectrum
```

Compiling this gives:

```
Try this:
  [apply] ring_nf
  
  The `ring` tactic failed to close the goal. Use `ring_nf` to obtain a normal form.
    
  Note that `ring` works primarily in *commutative* rings. If you have a noncommutative ring, abelian group or module, consider using `noncomm_ring`, `abel` or `module` instead.
Main.lean:29:45: error: unsolved goals
n : Type u_1
inst✝ : Fintype n
a b : n → ℝ
h : gram a b ≠ 0
P : Matrix n (Fin 2) ℂ := of fun i k => ![cvec a i, cvec b i] k
J : Matrix (Fin 2) (Fin 2) ℂ := !![0, Complex.I; -Complex.I, 0]
i j : n
⊢ Complex.I * cvec a i * cvec b j - Complex.I * cvec b i * cvec a j =
    cvec a i * (![0, Complex.I] ᵥ* (of fun i k => ![cvec a i, cvec b i] k)ᵀ) j +
      cvec b i * (![-Complex.I, 0] ᵥ* (of fun i k => ![cvec a i, cvec b i] k)ᵀ) j
```

The change, after which it compiles:

```diff
@@ -29,5 +29,6 @@
   have hF : fluxMatrix a b = P * (J * Pᵀ) := by
     ext i j
-    simp [fluxMatrix, P, J, Matrix.mul_apply, Fin.sum_univ_two, vecMulVec_apply]
+    simp only [Matrix.mul_apply, Fin.sum_univ_two]
+    simp [fluxMatrix, P, J, vecMulVec_apply]
     ring
   have hG : Pᵀ * P = !![cvec a ⬝ᵥ cvec a, cvec a ⬝ᵥ cvec b;
```

Cause. The error is in `hF`, the entrywise check of F = P J Pᵀ. The `Try this` message says that `ring` could not close the goal, and the unsolved goal shows why: its right side still contains row-vector–matrix products, written `ᵥ*`.

They come from the single `simp` call, which unfolds `J` while also expanding products. Once `J` is an explicit matrix, simp's own rules for such matrices rewrite `J * Pᵀ` row by row, as each row of `J` times `Pᵀ`. `Matrix.mul_apply` describes entries of a matrix–matrix product, so it does not apply to `ᵥ*`. `ring` doesn't look inside these terms either, and so cannot match the two sides.

The repair splits the call. `simp only [Matrix.mul_apply, Fin.sum_univ_two]` first turns both products into sums of entries, while `P` and `J` are still folded. The second `simp` then unfolds the definitions and evaluates the individual entries, with no matrix product left to be rewritten by rows. What remains is an identity between complex numbers, which `ring` proves.
